# The vdW-DF plasmon dispersion increases strictly from a finite gap and approaches $q^2/2$

## Is the model dispersion monotone, with the right limits at both ends?

Let $g = 4\pi/9$ and $q_0 > 0$, and for wave numbers $q > 0$ define, in atomic units,

$$w(q) = \frac{q^2}{2\left(1 - e^{-g q^2/q_0^2}\right)}.$$

This is the plasmon dispersion of vdW-DF, where $q_0$ is a local parameter computed from the density and its gradient. I believe that $w$ increases strictly, that it tends to the gap $q_0^2/(2g)$ as $q \to 0^+$, and that $w(q) - q^2/2 \to 0$ as $q \to \infty$. The plots agree, but I would like a full proof, and one that a proof assistant has checked. How does it go?

## Yes, for every positive $g$

The constant $g$ sets the value of $q/q_0$ around which the dispersion crosses over from the gap to free-particle behaviour. The argument needs only $g > 0$, so I keep it general and insert $4\pi/9$ at the end. Put $x = g q^2/q_0^2$. Then $q^2 = (q_0^2/g)\,x$ and

$$w = \frac{q_0^2}{2g}\,\frac{x}{1 - e^{-x}}.$$

**Monotonicity.** Let $0 < x < y$. The point $-x$ lies between $-y$ and $0$, with weights $x/y$ and $1 - x/y$. Strict convexity of the exponential gives

$$e^{-x} < 1 - \frac{x}{y} + \frac{x}{y}\,e^{-y},$$

which rearranges to $x(1 - e^{-y}) < y(1 - e^{-x})$. Dividing by the two positive brackets shows that $x/(1-e^{-x})$ increases strictly with $x$. Since $x$ increases strictly with $q > 0$, so does $w$.

**Long wavelengths.** For $t \neq 0$ we have $1 + t < e^t$. At $t = -x$ this says $1 - e^{-x} < x$. At $t = x$, after multiplication by $e^{-x}$, it says $(1+x)e^{-x} < 1$, hence $x < (1+x)(1 - e^{-x})$. Together,

$$1 < \frac{x}{1-e^{-x}} < 1 + x, \qquad\text{so}\qquad \frac{q_0^2}{2g} < w(q) < \frac{q_0^2}{2g} + \frac{q^2}{2}.$$

Both bounds tend to $q_0^2/(2g)$ as $q \to 0^+$. For $g = 4\pi/9$ the gap is $9q_0^2/(8\pi)$.

**Short wavelengths.** The upper bound above only keeps $w - q^2/2$ below the gap, so the limit at infinity needs the exact excess:

$$w(q) - \frac{q^2}{2} = \frac{q^2}{2}\,\frac{e^{-x}}{1 - e^{-x}} = \frac{q^2}{2(e^x - 1)}.$$

From $e^x \ge 1 + x + x^2/2$ we get $2(e^x - 1) \ge 2x + x^2 > x^2$, and therefore

$$0 < w(q) - \frac{q^2}{2} < \frac{q^2}{x^2} = \frac{q_0^4}{g^2 q^2} \longrightarrow 0.$$

In vdW-DF this dispersion enters the kernel of the nonlocal correlation energy. Within this isotropic model with a single local parameter, the result says that the plasmon frequency stays above a positive gap at long wavelengths and becomes free-particle-like at short ones.

## The dispersion as a Lean function

`switching g (q / q₀)` is the bracket $1 - e^{-gq^2/q_0^2}$, and `plasmonFreq g q₀ q` is $w(q)$. All quantities are real numbers in atomic units, so frequencies and energies share one scale.

The theorem `vdWDF_plasmon_dispersion` assumes only `0 < q₀` and has three parts:

- `StrictMonoOn … (Set.Ioi 0)` says that $w$ is strictly increasing on the open half-line $q > 0$.
- The first `Tendsto` takes the limit along `𝓝[>] 0`, that is, $q \to 0$ from above, and gives $9q_0^2/(8\pi)$.
- The second takes $q \to \infty$ (`atTop`) and says that the difference $w(q) - q^2/2$ tends to zero, which is stronger than the ratio of the two tending to one.

`plasmon_dispersion` is the same statement for any $g > 0$.

A mistake that is easily made here is to write `𝓝 0` in place of `𝓝[>] 0`. That filter includes the point $q = 0$ itself, where Lean evaluates the quotient $0/0$ as $0$ and not as the gap, so the limit statement would be false.

The parameter $q_0$ is an arbitrary positive number. How it is obtained from the density, the kernel built from $w$, and the resulting energies are not treated.

```lean
import Mathlib

open Filter Topology

namespace VdWDFPlasmon

noncomputable section

/-- The switching function `h(y) = 1 - exp(-g y²)` of the plasmon dispersion. -/
def switching (g y : ℝ) : ℝ := 1 - Real.exp (-(g * y ^ 2))

/-- The plasmon frequency `q² / (2 h(q/q₀))` at wave number `q`, in atomic units, for positive `g`,
`q₀` and `q`. -/
def plasmonFreq (g q₀ q : ℝ) : ℝ := q ^ 2 / (2 * switching g (q / q₀))

/-- For `g > 0` the switching function is positive at every positive argument. -/
theorem switching_pos {g y : ℝ} (hg : 0 < g) (hy : 0 < y) : 0 < switching g y := by
  have hx : 0 < g * y ^ 2 := by positivity
  have h : Real.exp (-(g * y ^ 2)) < 1 := Real.exp_lt_one_iff.2 (by linarith)
  unfold switching
  linarith

/-- For `0 < x < y`, the saturating curve `1 - exp(-x)` lies strictly above the chord
that joins the origin to its point at `y`. -/
theorem saturation_above_chord {x y : ℝ} (hx : 0 < x) (hxy : x < y) :
    x * (1 - Real.exp (-y)) < y * (1 - Real.exp (-x)) := by
  have hy : 0 < y := hx.trans hxy
  -- strict convexity of the exponential between `-y` and `0`
  have h := strictConvexOn_exp.2 (Set.mem_univ (0 : ℝ)) (Set.mem_univ (-y))
    (by intro h; linarith) (sub_pos.2 ((div_lt_one hy).2 hxy)) (div_pos hx hy) (by ring)
  simp only [smul_eq_mul, mul_zero, zero_add, Real.exp_zero, mul_one] at h
  have e : y * (x / y) = x := by field_simp
  have e1 : x / y * -y = -x := by linear_combination -e
  rw [e1] at h
  have h2 := mul_lt_mul_of_pos_left h hy
  have e2 : y * (1 - x / y + x / y * Real.exp (-y)) = y - x + x * Real.exp (-y) := by
    linear_combination (Real.exp (-y) - 1) * e
  rw [e2] at h2
  linarith

/-- For `g, q₀ > 0` the plasmon frequency increases strictly with the wave number `q > 0`. -/
theorem plasmonFreq_strictMonoOn {g q₀ : ℝ} (hg : 0 < g) (h0 : 0 < q₀) :
    StrictMonoOn (plasmonFreq g q₀) (Set.Ioi 0) := by
  intro a ha b hb hab
  rw [Set.mem_Ioi] at ha hb
  have sa := switching_pos hg (div_pos ha h0)
  have sb := switching_pos hg (div_pos hb h0)
  have h : g * (a / q₀) ^ 2 * switching g (b / q₀)
      < g * (b / q₀) ^ 2 * switching g (a / q₀) :=
    saturation_above_chord (by positivity) (by gcongr)
  -- remove the common factor `g / q₀²`
  have h2 := mul_lt_mul_of_pos_left h (by positivity : 0 < 2 * q₀ ^ 2 / g)
  have e : ∀ s t : ℝ, 2 * q₀ ^ 2 / g * (g * (s / q₀) ^ 2 * t) = s ^ 2 * (2 * t) := by
    intro s t
    field_simp
  rw [e a _, e b _] at h2
  unfold plasmonFreq
  rw [div_lt_div_iff₀ (by linarith) (by linarith)]
  exact h2

/-- For `g > 0` and a fixed wave number `q > 0`, the plasmon frequency increases strictly
with the local parameter `q₀ > 0`. -/
theorem plasmonFreq_strictMonoOn_q₀ {g q : ℝ} (hg : 0 < g) (hq : 0 < q) :
    StrictMonoOn (fun q₀ => plasmonFreq g q₀ q) (Set.Ioi 0) := by
  intro a ha b hb hab
  rw [Set.mem_Ioi] at ha hb
  have sb := switching_pos hg (div_pos hq hb)
  have h : g * (q / b) ^ 2 < g * (q / a) ^ 2 := by gcongr
  have h1 := Real.exp_lt_exp.2 (neg_lt_neg h)
  have h2 : switching g (q / b) < switching g (q / a) := by
    unfold switching
    linarith
  exact div_lt_div_of_pos_left (by positivity) (by linarith) (by linarith)

/-- For `g, q₀, q > 0` the plasmon frequency lies strictly above the gap `q₀²/(2g)` and
strictly below the sum of the gap and the free-particle energy `q²/2`. -/
theorem plasmonFreq_bounds {g q₀ q : ℝ} (hg : 0 < g) (h0 : 0 < q₀) (hq : 0 < q) :
    q₀ ^ 2 / (2 * g) < plasmonFreq g q₀ q ∧
      plasmonFreq g q₀ q < q₀ ^ 2 / (2 * g) + q ^ 2 / 2 := by
  have hS := switching_pos hg (div_pos hq h0)
  obtain ⟨x, hx⟩ : ∃ x, x = g * (q / q₀) ^ 2 := ⟨_, rfl⟩
  have hxpos : 0 < x := by rw [hx]; positivity
  have hc : 0 < q₀ ^ 2 / g := by positivity
  have hgap : q₀ ^ 2 / (2 * g) = q₀ ^ 2 / g / 2 := by field_simp
  have hqx : q ^ 2 = q₀ ^ 2 / g * x := by rw [hx]; field_simp
  unfold plasmonFreq
  unfold switching at hS ⊢
  rw [← hx] at hS ⊢
  rw [hgap, hqx]
  -- `1 + x < exp x`, used at `-x` and at `x`
  have h1 : 1 - Real.exp (-x) < x := by
    have := Real.add_one_lt_exp (neg_ne_zero.2 hxpos.ne')
    linarith
  have h2 : x < (1 + x) * (1 - Real.exp (-x)) := by
    have h := mul_lt_mul_of_pos_right (Real.add_one_lt_exp hxpos.ne') (Real.exp_pos (-x))
    rw [← Real.exp_add, add_neg_cancel, Real.exp_zero] at h
    linarith
  constructor
  · rw [lt_div_iff₀ (by linarith)]
    nlinarith [mul_lt_mul_of_pos_left h1 hc]
  · rw [div_lt_iff₀ (by linarith)]
    nlinarith [mul_lt_mul_of_pos_left h2 hc]

/-- For `g, q₀, q > 0` the excess of the plasmon frequency over the free-particle energy
`q²/2` is `q² / (2 (exp(g q²/q₀²) - 1))`. -/
theorem plasmonFreq_excess {g q₀ q : ℝ} (hg : 0 < g) (h0 : 0 < q₀) (hq : 0 < q) :
    plasmonFreq g q₀ q - q ^ 2 / 2
      = q ^ 2 / (2 * (Real.exp (g * (q / q₀) ^ 2) - 1)) := by
  have hE : 1 < Real.exp (g * (q / q₀) ^ 2) := Real.one_lt_exp_iff.2 (by positivity)
  unfold plasmonFreq switching
  rw [Real.exp_neg]
  generalize Real.exp (g * (q / q₀) ^ 2) = E at hE ⊢
  have hE0 : E ≠ 0 := by linarith
  have hE1 : E - 1 ≠ 0 := (sub_pos.2 hE).ne'
  have h : 1 - E⁻¹ = (E - 1) / E := by field_simp
  rw [h]
  field_simp
  ring

/-- For `g, q₀, q > 0` the excess over the free-particle energy is positive and smaller
than `q₀⁴/(g² q²)`. -/
theorem plasmonFreq_excess_bounds {g q₀ q : ℝ} (hg : 0 < g) (h0 : 0 < q₀) (hq : 0 < q) :
    0 < plasmonFreq g q₀ q - q ^ 2 / 2 ∧
      plasmonFreq g q₀ q - q ^ 2 / 2 < q₀ ^ 4 / (g ^ 2 * q ^ 2) := by
  have hx : 0 < g * (q / q₀) ^ 2 := by positivity
  have hexp := Real.quadratic_le_exp_of_nonneg hx.le
  have h : (g * (q / q₀) ^ 2) ^ 2 < 2 * (Real.exp (g * (q / q₀) ^ 2) - 1) := by linarith
  have hden : 0 < 2 * (Real.exp (g * (q / q₀) ^ 2) - 1) := lt_trans (by positivity) h
  have e : q₀ ^ 4 * (g * (q / q₀) ^ 2) ^ 2 = q ^ 2 * (g ^ 2 * q ^ 2) := by field_simp
  rw [plasmonFreq_excess hg h0 hq]
  refine ⟨div_pos (by positivity) hden, ?_⟩
  rw [div_lt_div_iff₀ hden (by positivity), ← e]
  exact mul_lt_mul_of_pos_left h (by positivity)

/-- For `g, q₀ > 0` the plasmon frequency increases strictly with `q > 0`, tends to the gap
`q₀²/(2g)` as `q` tends to zero from above, and approaches the free-particle energy `q²/2`
as `q` tends to infinity. -/
theorem plasmon_dispersion {g q₀ : ℝ} (hg : 0 < g) (h0 : 0 < q₀) :
    StrictMonoOn (plasmonFreq g q₀) (Set.Ioi 0) ∧
      Tendsto (plasmonFreq g q₀) (𝓝[>] 0) (𝓝 (q₀ ^ 2 / (2 * g))) ∧
      Tendsto (fun q => plasmonFreq g q₀ q - q ^ 2 / 2) atTop (𝓝 0) := by
  refine ⟨plasmonFreq_strictMonoOn hg h0, ?_, ?_⟩
  · -- squeeze between the gap and the gap plus `q²/2`
    have hcont : Continuous (fun q : ℝ => q₀ ^ 2 / (2 * g) + q ^ 2 / 2) := by fun_prop
    have hup : Tendsto (fun q : ℝ => q₀ ^ 2 / (2 * g) + q ^ 2 / 2) (𝓝[>] 0)
        (𝓝 (q₀ ^ 2 / (2 * g))) :=
      (hcont.tendsto' 0 _ (by simp)).mono_left nhdsWithin_le_nhds
    refine tendsto_of_tendsto_of_tendsto_of_le_of_le' tendsto_const_nhds hup ?_ ?_
    · filter_upwards [self_mem_nhdsWithin] with q hq
      exact (plasmonFreq_bounds hg h0 hq).1.le
    · filter_upwards [self_mem_nhdsWithin] with q hq
      exact (plasmonFreq_bounds hg h0 hq).2.le
  · -- squeeze between zero and `q₀⁴/(g² q²)`
    have hden : Tendsto (fun q : ℝ => g ^ 2 * q ^ 2) atTop atTop :=
      (tendsto_pow_atTop two_ne_zero).const_mul_atTop (by positivity)
    have hup : Tendsto (fun q : ℝ => q₀ ^ 4 / (g ^ 2 * q ^ 2)) atTop (𝓝 0) :=
      tendsto_const_nhds.div_atTop hden
    refine tendsto_of_tendsto_of_tendsto_of_le_of_le' tendsto_const_nhds hup ?_ ?_
    · filter_upwards [eventually_gt_atTop 0] with q hq
      exact (plasmonFreq_excess_bounds hg h0 hq).1.le
    · filter_upwards [eventually_gt_atTop 0] with q hq
      exact (plasmonFreq_excess_bounds hg h0 hq).2.le

/-- With the vdW-DF value `g = 4π/9` and `q₀ > 0`, the plasmon frequency increases strictly
with `q > 0`, tends to `9 q₀²/(8π)` as `q` tends to zero from above, and approaches `q²/2`
as `q` tends to infinity. -/
theorem vdWDF_plasmon_dispersion {q₀ : ℝ} (h0 : 0 < q₀) :
    StrictMonoOn (plasmonFreq (4 * Real.pi / 9) q₀) (Set.Ioi 0) ∧
      Tendsto (plasmonFreq (4 * Real.pi / 9) q₀) (𝓝[>] 0)
        (𝓝 (9 * q₀ ^ 2 / (8 * Real.pi))) ∧
      Tendsto (fun q => plasmonFreq (4 * Real.pi / 9) q₀ q - q ^ 2 / 2) atTop (𝓝 0) := by
  have hpi := Real.pi_pos
  have e : 9 * q₀ ^ 2 / (8 * Real.pi) = q₀ ^ 2 / (2 * (4 * Real.pi / 9)) := by
    field_simp
    ring
  rw [e]
  exact plasmon_dispersion (by positivity) h0

end

end VdWDFPlasmon
```

```lean
#print axioms VdWDFPlasmon.plasmonFreq_strictMonoOn_q₀
#print axioms VdWDFPlasmon.plasmon_dispersion
#print axioms VdWDFPlasmon.vdWDF_plasmon_dispersion
```

```
'VdWDFPlasmon.plasmonFreq_strictMonoOn_q₀' depends on axioms: [propext, Classical.choice, Quot.sound]
'VdWDFPlasmon.plasmon_dispersion' depends on axioms: [propext, Classical.choice, Quot.sound]
'VdWDFPlasmon.vdWDF_plasmon_dispersion' depends on axioms: [propext, Classical.choice, Quot.sound]
```

## From the convexity inequality to the two limits

`switching_pos` shows that the bracket is positive, which justifies every division by it.

`saturation_above_chord` is the convexity inequality. It applies `strictConvexOn_exp` to the points $0$ and $-y$ with the weights given above, then multiplies by $y$. `plasmonFreq_strictMonoOn` uses it for two wave numbers $a < b$, with $g(a/q_0)^2$ and $g(b/q_0)^2$ in the roles of $x$ and $y$. Multiplying by $2q_0^2/g$ turns the result into the cross-multiplied form of $w(a) < w(b)$, which `div_lt_div_iff₀` converts to the inequality between quotients.

`plasmonFreq_bounds` contains the two-sided estimate around the gap. Its steps `h1` and `h2` are $1 + t < e^t$ at $t = -x$ and $t = x$, and `nlinarith` combines them with the positive factor $q_0^2/g$.

`plasmonFreq_excess` proves the formula for the excess by writing $E$ for $e^x$ and simplifying a rational expression in $E$. `plasmonFreq_excess_bounds` then adds the quadratic lower bound on the exponential, `Real.quadratic_le_exp_of_nonneg`.

`plasmon_dispersion` collects the monotonicity and obtains both limits by squeezing: the first between the gap and the gap plus $q^2/2$, the second between $0$ and $q_0^4/(g^2q^2)$. The final theorem sets $g = 4\pi/9$ and rewrites the gap.

The file also proves `plasmonFreq_strictMonoOn_q₀`: at fixed $q > 0$, the frequency increases strictly with $q_0$. A larger $q_0$ makes $q/q_0$ smaller, which lowers the bracket in the denominator and raises $w$.
